# A pure state of two finite systems has a positive semidefinite partial transpose exactly when it is a product state

## Can a weakly entangled pure state slip through the Peres test?

Let $A$ and $B$ be two systems with finitely many levels, and write a pure state of the pair as $\psi=\sum_{ij}\psi_{ij}\,|i\rangle|j\rangle$, with $i$ labelling levels of $A$ and $j$ levels of $B$. The partial transpose of a density matrix $\rho$ on $B$ exchanges the two $B$ indices:
$$(\rho^{T_B})_{(i,j),(k,l)}=\rho_{(i,l),(k,j)}.$$
The Peres test asks whether $\rho^{T_B}$ is still positive semidefinite. If it isn't, the state is entangled.

I know that some entangled mixed states pass this test, so a pass proves nothing in general. What about pure states? For a Bell state I can see the negative eigenvalue. But suppose $\psi$ lives in a large space and differs from a product state only by a small admixture. Could all the eigenvalues of $\rho^{T_B}$ stay nonnegative, or is there always a vector in which its expectation value is negative?

## Every entangled pure state supplies its own negative direction

Some conventions first. The vector $\psi$ need not be normalised, and $\rho=\psi\psi^*$ has entries $\rho_{(i,j),(k,l)}=\psi_{ij}\overline{\psi_{kl}}$. A product vector is one with $\psi_{ij}=u_iv_j$ for some $u$ and $v$; the zero vector counts as one. The minors of the coefficient matrix are
$$M_{ik}^{jl}=\psi_{ij}\psi_{kl}-\psi_{il}\psi_{kj},$$
with rows $i,k$ from $A$ and columns $j,l$ from $B$.

With these, the answer is that no entangled pure state passes, however weak its entanglement. A vector with negative expectation value can be written down directly from the amplitudes.

### From vanishing minors to a product vector

If $\psi_{ij}=u_iv_j$, then $M_{ik}^{jl}=u_iv_ju_kv_l-u_iv_lu_kv_j=0$.

Conversely, suppose that all minors vanish. If $\psi=0$, take $u=0$ and $v=0$. Otherwise some amplitude $\psi_{i_0j_0}$ is nonzero, and the minor with rows $i,i_0$ and columns $j,j_0$ gives
$$\psi_{ij}\psi_{i_0j_0}=\psi_{ij_0}\psi_{i_0j}.$$
Dividing by $\psi_{i_0j_0}$ shows that $\psi_{ij}=u_iv_j$ with $u_i=\psi_{ij_0}$ and $v_j=\psi_{i_0j}/\psi_{i_0j_0}$.

So an entangled $\psi$ has at least one nonzero minor.

### The expectation value as a sum over minors

The partial transpose has entries $(\rho^{T_B})_{(i,j),(k,l)}=\psi_{il}\overline{\psi_{kj}}$. For any vector $x$,
$$x^*\rho^{T_B}x=\sum_{ijkl}\overline{x_{ij}}\,\psi_{il}\,\overline{\psi_{kj}}\,x_{kl}
=\sum_{ik}\Big(\sum_l\psi_{il}x_{kl}\Big)\overline{\Big(\sum_j\psi_{kj}x_{ij}\Big)}
=\sum_{ik}Y_{ik}\overline{Y_{ki}},$$
where $Y_{ik}=\sum_l\psi_{il}x_{kl}$. If $Y$ were symmetric, this would be a sum of squares. If $Y$ is antisymmetric, it is minus a sum of squares, so we look for an $x$ that makes $Y$ antisymmetric.

Fix two levels $j,l$ of $B$ and set
$$x_{kb}=\delta_{bj}\psi_{kl}-\delta_{bl}\psi_{kj}.$$
This vector puts column $l$ of the coefficient matrix at level $j$, and minus column $j$ at level $l$. Then
$$Y_{ik}=\sum_b\psi_{ib}x_{kb}=\psi_{ij}\psi_{kl}-\psi_{il}\psi_{kj}=M_{ik}^{jl}.$$
Exchanging the rows changes the sign, $M_{ki}^{jl}=-M_{ik}^{jl}$, and therefore
$$x^*\rho^{T_B}x=-\sum_{ik}\big|M_{ik}^{jl}\big|^2.$$
If $\psi$ is entangled, choose $j,l$ so that one of these minors is nonzero. The expectation value is then strictly negative, and $\rho^{T_B}$ is not positive semidefinite.

Neither $\psi$ nor $x$ has been normalised. For $j\neq l$ and $x\neq0$, the value for the normalised state in the normalised test vector is
$$-\frac{\sum_{ik}|M_{ik}^{jl}|^2}{\|\psi\|^2\,\sum_k\big(|\psi_{kj}|^2+|\psi_{kl}|^2\big)}.$$

### Product states pass

If $\psi_{ij}=u_iv_j$, then
$$(\rho^{T_B})_{(i,j),(k,l)}=u_iv_l\,\overline{u_k}\,\overline{v_j}=w_{ij}\overline{w_{kl}},\qquad w_{ij}=u_i\overline{v_j}.$$
So $\rho^{T_B}=ww^*$, and $x^*ww^*x=|w^*x|^2\ge0$ for every $x$. Transposing $B$ has merely replaced $v$ by its complex conjugate.

### The same argument in Lean

```lean
import Mathlib

open Matrix
open scoped ComplexOrder

namespace PureStatePeresTest

variable {m n : Type*}

/-- The matrix `ψψ*` of a pure state vector `ψ` of a bipartite system; `ψ` need not be
normalised. -/
def pureState (ψ : m × n → ℂ) : Matrix (m × n) (m × n) ℂ :=
  vecMulVec ψ (star ψ)

/-- The partial transpose on the second factor: the row and column indices of the second
subsystem are exchanged. -/
def partialTranspose (ρ : Matrix (m × n) (m × n) ℂ) : Matrix (m × n) (m × n) ℂ :=
  Matrix.of fun p q => ρ (p.1, q.2) (q.1, p.2)

/-- The vector `ψ` is a product vector `u ⊗ v`. -/
def IsProduct (ψ : m × n → ℂ) : Prop :=
  ∃ (u : m → ℂ) (v : n → ℂ), ∀ i j, ψ (i, j) = u i * v j

/-- The 2 by 2 minor of the coefficient matrix of `ψ` with rows `i, k` and columns `j, l`. -/
def coeffMinor (ψ : m × n → ℂ) (i k : m) (j l : n) : ℂ :=
  ψ (i, j) * ψ (k, l) - ψ (i, l) * ψ (k, j)

/-- The test vector built from `ψ` and two levels `j, l` of the second subsystem: it carries
column `l` of the coefficient matrix at level `j`, and minus column `j` at level `l`. -/
def testVector [DecidableEq n] (ψ : m × n → ℂ) (j l : n) : m × n → ℂ :=
  fun p => (if p.2 = j then ψ (p.1, l) else 0) - (if p.2 = l then ψ (p.1, j) else 0)

/-- A vector is a product vector if and only if all 2 by 2 minors of its coefficient matrix
vanish. -/
theorem isProduct_iff_coeffMinor (ψ : m × n → ℂ) :
    IsProduct ψ ↔ ∀ i k j l, coeffMinor ψ i k j l = 0 := by
  constructor
  · rintro ⟨u, v, h⟩ i k j l
    simp only [coeffMinor, h]
    ring
  · intro h
    by_cases h0 : ∀ i j, ψ (i, j) = 0
    · exact ⟨0, 0, fun i j => by simpa using h0 i j⟩
    · -- a nonzero coefficient fixes both factors through its row and its column
      simp only [not_forall] at h0
      obtain ⟨i₀, j₀, hne⟩ := h0
      refine ⟨fun i => ψ (i, j₀), fun j => ψ (i₀, j) / ψ (i₀, j₀), fun i j => ?_⟩
      show ψ (i, j) = ψ (i, j₀) * (ψ (i₀, j) / ψ (i₀, j₀))
      have hm := h i i₀ j j₀
      unfold coeffMinor at hm
      rw [← mul_div_assoc, eq_div_iff hne]
      linear_combination hm

variable [Fintype n]

/-- Contracting `ψ` with its test vector over the second subsystem gives the 2 by 2 minors of
the coefficient matrix. -/
theorem contract_testVector [DecidableEq n] (ψ : m × n → ℂ) (i k : m) (j l : n) :
    ∑ b, ψ (i, b) * testVector ψ j l (k, b) = coeffMinor ψ i k j l := by
  simp [testVector, coeffMinor, mul_sub, Finset.sum_sub_distrib]

variable [Fintype m]

/-- The expectation value of the partially transposed pure state in a vector `x` is
`∑ Y i k * conj (Y k i)`, where `Y i k = ∑ l, ψ (i, l) * x (k, l)`. -/
theorem expectation_partialTranspose (ψ x : m × n → ℂ) :
    star x ⬝ᵥ (partialTranspose (pureState ψ) *ᵥ x) =
      ∑ i, ∑ k, (∑ l, ψ (i, l) * x (k, l)) * star (∑ j, ψ (k, j) * x (i, j)) := by
  simp only [dotProduct, mulVec, Fintype.sum_prod_type, Pi.star_apply, Finset.mul_sum]
  refine Finset.sum_congr rfl fun i _ => ?_
  refine Finset.sum_comm.trans (Finset.sum_congr rfl fun k _ => ?_)
  rw [star_sum, Finset.sum_mul_sum]
  refine Finset.sum_comm.trans
    (Finset.sum_congr rfl fun l _ => Finset.sum_congr rfl fun j _ => ?_)
  simp only [partialTranspose, pureState, Matrix.of_apply, vecMulVec_apply, Pi.star_apply,
    star_mul']
  ring

/-- In the test vector for levels `j, l`, the partially transposed pure state has expectation
value minus the sum of the squared moduli of the minors with columns `j, l`. -/
theorem expectation_testVector [DecidableEq n] (ψ : m × n → ℂ) (j l : n) :
    star (testVector ψ j l) ⬝ᵥ (partialTranspose (pureState ψ) *ᵥ testVector ψ j l) =
      -((∑ i, ∑ k, ‖coeffMinor ψ i k j l‖ ^ 2 : ℝ) : ℂ) := by
  rw [expectation_partialTranspose]
  simp only [contract_testVector]
  push_cast
  rw [← Finset.sum_neg_distrib]
  refine Finset.sum_congr rfl fun i _ => ?_
  rw [← Finset.sum_neg_distrib]
  refine Finset.sum_congr rfl fun k _ => ?_
  -- the minors are antisymmetric in the two rows, which produces the minus sign
  have hanti : coeffMinor ψ k i j l = -coeffMinor ψ i k j l := by
    unfold coeffMinor
    ring
  rw [hanti, star_neg, mul_neg, Complex.star_def, Complex.mul_conj,
    Complex.normSq_eq_norm_sq]
  push_cast
  rfl

/-- If `ψ` is not a product vector, then for some levels `j, l` the partially transposed pure
state has a strictly negative expectation value in the test vector. -/
theorem exists_negative_expectation [DecidableEq n] (ψ : m × n → ℂ) (h : ¬ IsProduct ψ) :
    ∃ j l, (star (testVector ψ j l) ⬝ᵥ
      (partialTranspose (pureState ψ) *ᵥ testVector ψ j l)).re < 0 := by
  rw [isProduct_iff_coeffMinor] at h
  simp only [not_forall] at h
  obtain ⟨i, k, j, l, hne⟩ := h
  refine ⟨j, l, ?_⟩
  rw [expectation_testVector, Complex.neg_re, Complex.ofReal_re, neg_lt_zero]
  -- one nonvanishing minor makes the sum of squares positive
  refine Finset.sum_pos' (fun a _ => Finset.sum_nonneg fun b _ => sq_nonneg _)
    ⟨i, Finset.mem_univ i, ?_⟩
  exact Finset.sum_pos' (fun b _ => sq_nonneg _)
    ⟨k, Finset.mem_univ k, pow_pos (norm_pos_iff.mpr hne) 2⟩

/-- The Peres test for pure states: the partial transpose of `ψψ*` on the second factor is
positive semidefinite if and only if `ψ` is a product vector. -/
theorem posSemidef_partialTranspose_iff_isProduct (ψ : m × n → ℂ) :
    (partialTranspose (pureState ψ)).PosSemidef ↔ IsProduct ψ := by
  classical
  constructor
  · intro hpos
    by_contra hn
    obtain ⟨j, l, hlt⟩ := exists_negative_expectation ψ hn
    have h0 := (Complex.le_def.mp (hpos.dotProduct_mulVec_nonneg (testVector ψ j l))).1
    exact absurd hlt (not_lt_of_ge h0)
  · rintro ⟨u, v, h⟩
    -- transposing the second factor replaces v by its complex conjugate
    have hw : partialTranspose (pureState ψ) =
        vecMulVec (fun p : m × n => u p.1 * star (v p.2))
          (star (fun p : m × n => u p.1 * star (v p.2))) := by
      ext ⟨i, j⟩ ⟨k, l⟩
      simp only [partialTranspose, pureState, Matrix.of_apply, vecMulVec_apply,
        Pi.star_apply, h, star_mul', star_star]
      ring
    rw [hw]
    exact posSemidef_vecMulVec_self_star _

/-- For two qubits, the partial transpose of `ψψ*` is positive semidefinite if and only if the
amplitudes satisfy `ψ₀₀ ψ₁₁ = ψ₀₁ ψ₁₀`. -/
theorem two_qubit_test (ψ : Fin 2 × Fin 2 → ℂ) :
    (partialTranspose (pureState ψ)).PosSemidef ↔
      ψ (0, 0) * ψ (1, 1) = ψ (0, 1) * ψ (1, 0) := by
  rw [posSemidef_partialTranspose_iff_isProduct, isProduct_iff_coeffMinor]
  constructor
  · intro h
    exact sub_eq_zero.mp (h 0 1 0 1)
  · intro h
    simp only [Fin.forall_fin_two, coeffMinor]
    -- every minor is zero or plus or minus the determinant of the amplitudes
    and_intros <;> first | ring1 | linear_combination h | linear_combination -h

end PureStatePeresTest
```

```lean
#print axioms PureStatePeresTest.posSemidef_partialTranspose_iff_isProduct
#print axioms PureStatePeresTest.two_qubit_test
```

```
'PureStatePeresTest.posSemidef_partialTranspose_iff_isProduct' depends on axioms: [propext, Classical.choice, Quot.sound]
'PureStatePeresTest.two_qubit_test' depends on axioms: [propext, Classical.choice, Quot.sound]
```

### What the theorems say

The main theorem, `posSemidef_partialTranspose_iff_isProduct`, reads: for every complex vector $\psi$ on a pair of finite systems, the partial transpose of $\psi\psi^*$ on the second factor is positive semidefinite if and only if $\psi$ is a product vector. `two_qubit_test` specialises this to two qubits, where the condition becomes $\psi_{00}\psi_{11}=\psi_{01}\psi_{10}$.

The letters `m` and `n` stand for the sets of basis labels of $A$ and $B$, not for the dimensions as in $\mathbb C^m\otimes\mathbb C^n$. A state vector is a function `ψ : m × n → ℂ`, so `ψ (i, j)` is the amplitude $\psi_{ij}$ in a fixed product basis. The dimensions are arbitrary but finite, and they may differ.

- `pureState ψ` is the outer product $\psi\psi^*$. Its trace is $\|\psi\|^2$, so it is a density matrix only when $\psi$ has norm one. Positivity is unaffected by a positive scale factor, which is why no normalisation is assumed.
- `partialTranspose` takes a row label `p` and a column label `q`, and exchanges their second components.
- `IsProduct` is the condition $\psi_{ij}=u_iv_j$.
- `coeffMinor ψ i k j l` is $M_{ik}^{jl}$, with both rows listed before both columns.
- `PosSemidef` means that the matrix is Hermitian and that $x^*\rho^{T_B}x\ge0$ for all $x$. For a complex number, this inequality says that the imaginary part is zero and the real part is nonnegative.

The name "Peres test" usually refers to a criterion for all density matrices, in which a negative eigenvalue signals entanglement and a pass is in general inconclusive. The equivalence here concerns rank-one matrices $\psi\psi^*$ (and zero). The step to a real pair of systems is therefore the assumption that its state is pure; noise or coupling to an environment generally makes it mixed, and then a pass no longer certifies a product state.

### How the Lean proof is assembled

`isProduct_iff_coeffMinor` is the statement about minors. In the forward direction, `ring` cancels the two products. In the other direction, the proof separates the zero vector from the case of a nonzero amplitude `ψ (i₀, j₀)`, and gives the same $u$ and $v$ as above. After the denominator is cleared, `linear_combination hm` is the step that uses the vanishing minor.

`contract_testVector` is the identity $Y_{ik}=M_{ik}^{jl}$. The Kronecker deltas appear in `testVector` as `if` expressions, and `simp` collapses the sum over them.

`expectation_partialTranspose` is the formula $\sum_{ik}Y_{ik}\overline{Y_{ki}}$ for arbitrary $x$. Most of its proof exchanges the order of finite sums with `Finset.sum_comm`, until both sides run over the four indices in the same order. The individual terms then agree by `ring`.

`expectation_testVector` combines these two results. The local fact `hanti` is the antisymmetry in the rows, and `Complex.mul_conj` turns each product into a squared modulus, with the minus sign in front. `exists_negative_expectation` then takes a nonvanishing minor of a non-product vector. All terms in the double sum are nonnegative and one is positive, so `Finset.sum_pos'`, applied once for each sum, makes the total positive.

In the main theorem, the forward direction is by contradiction: positivity makes the real part of the expectation value in `testVector ψ j l` nonnegative, while the previous lemma makes it negative. For the reverse direction, `hw` is the entrywise identity $\rho^{T_B}=ww^*$, and Mathlib already knows that such a matrix is positive semidefinite.

For two qubits, the row and column labels each take two values, which leaves sixteen minors to inspect. Each is zero or plus or minus $\psi_{00}\psi_{11}-\psi_{01}\psi_{10}$, and the last line of the proof goes through these cases.

### Two spins under an Ising coupling

In simulations of pure-state dynamics for two finite systems, the criterion of vanishing minors lets one decide from the amplitudes alone whether the pair is entangled at a given time. Take two spins that start in $|{+}\rangle|{+}\rangle$, with $|{+}\rangle=(|0\rangle+|1\rangle)/\sqrt2$, and evolve under $H=J\,\sigma_z\otimes\sigma_z$, where $J$ is the coupling energy. With $\theta=Jt/\hbar$ at time $t$, the amplitudes are
$$\psi_{00}=\psi_{11}=\tfrac12e^{-i\theta},\qquad \psi_{01}=\psi_{10}=\tfrac12e^{i\theta}.$$
The determinant of the coefficient matrix is
$$d=\psi_{00}\psi_{11}-\psi_{01}\psi_{10}=\tfrac14\big(e^{-2i\theta}-e^{2i\theta}\big)=-\tfrac i2\sin2\theta.$$
The spins are in a product state exactly when $\sin2\theta=0$, and entangled at all other times.

For $j=0$ and $l=1$ the test vector has norm one, because it contains the same four amplitudes up to order and sign. Its expectation value is $-2|d|^2=-\tfrac12\sin^22\theta$.

A program that runs the full test stores $\rho$ as an array with indices $(i,j,k,l)$, swaps $j$ with $l$, reshapes the result to a $4\times4$ matrix and diagonalises it. The lowest eigenvalue is $-|d|=-\tfrac12|\sin2\theta|$. The test vector thus gives an upper bound on this eigenvalue, and the two coincide at $\theta=\pi/4$, where both equal $-\tfrac12$. For small nonzero $\theta$ the expectation value is only about $-2\theta^2$, but it is already negative. This illustrates the general theorem: however weak the entanglement of a pure state, the test detects it. The time evolution and the eigenvalue in this example are ordinary algebra that I have added to the checked statements.
